# At frozen isotropic occupations, no volume-preserving deformation lowers the free-electron kinetic energy

Q: Show me the effect in a small example.

A: Take two electrons in the plane, with wavevectors $(1,0)$ and $(0,1)$ and $\hbar=m=1$; the state $k=0$ is left empty to keep the arithmetic short, so this is not a ground state. Their kinetic energy is $(1+1)/2=1$. Shear the cell by $F=\begin{pmatrix}1&1\\0&1\end{pmatrix}$. Wavevectors transform with $F^{-T}$, so they become $(1,-1)$ and $(0,1)$, and the energy rises to $(2+1)/2=3/2$. If the electrons instead occupy the labels $(1,1)$ and $(0,1)$, the deformed wavevectors are $(1,0)$ and $(0,1)$ again, and the energy is back at $1$. The rise came from freezing the labels.

Q: What does the general model contain?

A: A finite set $s$ of real wavevectors, one electron in each, with no interaction or lattice potential. `kineticEnergy F s` is $E_F(s)=\tfrac12\sum_{k\in s}|F^{-T}k|^2$; `kineticEnergy 1 s` is the undeformed energy. The index type `n` labels the $d$ Cartesian axes.

In Lean 4 with Mathlib:

```lean
import Mathlib

open Matrix

namespace FrozenOccupations

noncomputable section

variable {n : Type*} [Fintype n] [DecidableEq n]

/-- Kinetic energy (`ħ = m = 1`, one electron per wavevector) of the free-electron states
labelled by `s` after the cell is deformed by an invertible `F`, which sends each
wavevector `k` to `F⁻ᵀ k`. -/
def kineticEnergy (F : Matrix n n ℝ) (s : Finset (n → ℝ)) : ℝ :=
  (∑ k ∈ s, ((F⁻¹)ᵀ *ᵥ k) ⬝ᵥ ((F⁻¹)ᵀ *ᵥ k)) / 2
```

Q: And the isotropy condition?

A: `IsIsotropic s c` says $\sum_{k\in s} kk^T=cI$. It is assumed, and it stands for symmetric filling: complete cubic shells satisfy it, for example.

```lean
/-- The occupied wavevectors have an isotropic second moment: `∑ k kᵀ = c I`. -/
def IsIsotropic (s : Finset (n → ℝ)) (c : ℝ) : Prop :=
  ∑ k ∈ s, vecMulVec k k = c • (1 : Matrix n n ℝ)
```

Q: How does isotropy help?

A: It removes the individual wavevectors. Put $A=F^{-1}F^{-T}$. Then $|F^{-T}k|^2=k^TAk=\mathrm{tr}(A\,kk^T)$, and summing gives $E_F(s)=\tfrac12\mathrm{tr}(A\,cI)=\tfrac c2\,\mathrm{tr}A$. In the code, `quad` is the identity for one wavevector, and the last rewrite inserts `hs`.

```lean
/-- For an isotropic occupation the frozen-occupation energy is `(c/2) tr(F⁻¹ F⁻ᵀ)`. -/
theorem kineticEnergy_eq_trace {s : Finset (n → ℝ)} {c : ℝ} (hs : IsIsotropic s c)
    (F : Matrix n n ℝ) :
    kineticEnergy F s = c / 2 * (F⁻¹ * (F⁻¹)ᵀ).trace := by
  -- each squared length is a trace against the dyad `k kᵀ`
  have quad : ∀ k : n → ℝ, ((F⁻¹)ᵀ *ᵥ k) ⬝ᵥ ((F⁻¹)ᵀ *ᵥ k)
      = (F⁻¹ * (F⁻¹)ᵀ * vecMulVec k k).trace := by
    intro k
    have h : ((F⁻¹)ᵀ *ᵥ k) ⬝ᵥ ((F⁻¹)ᵀ *ᵥ k) = k ⬝ᵥ ((F⁻¹ * (F⁻¹)ᵀ) *ᵥ k) := by
      rw [← Matrix.mulVec_mulVec, Matrix.dotProduct_mulVec k F⁻¹, ← Matrix.mulVec_transpose]
    rw [h]
    generalize F⁻¹ * (F⁻¹)ᵀ = A
    simp only [Matrix.trace, Matrix.diag_apply, Matrix.mul_apply, Matrix.vecMulVec_apply,
      dotProduct, Matrix.mulVec, Finset.mul_sum]
    refine Finset.sum_congr rfl fun a _ => Finset.sum_congr rfl fun b _ => ?_
    ring
  unfold IsIsotropic at hs
  unfold kineticEnergy
  rw [Finset.sum_congr rfl (fun k _ => quad k), ← Matrix.trace_sum, ← Finset.mul_sum, hs,
    Matrix.mul_smul, mul_one, Matrix.trace_smul, smul_eq_mul]
  ring
```

Q: Why can't $\mathrm{tr}A$ drop below $d$?

A: For a volume-preserving deformation, $\det F=1$, the matrix $A$ is positive semidefinite with determinant one, so its eigenvalues $\lambda_i$ are positive with product one, and $\sum_i\log\lambda_i=0$. Hence
$$\mathrm{tr}A-d=\sum_i(\lambda_i-1-\log\lambda_i)\ge 0,$$
because $\log x\le x-1$. Equality forces every term to vanish, so every $\lambda_i=1$ and $A=I$. This identity is `hgap`; the spectral theorem turns unit eigenvalues into `A = 1`.

```lean
/-- A real positive semidefinite matrix of determinant one has trace at least the dimension,
with equality exactly for the identity. -/
theorem card_le_trace_of_det_one {A : Matrix n n ℝ} (hA : A.PosSemidef) (hdet : A.det = 1) :
    (Fintype.card n : ℝ) ≤ A.trace ∧ (A.trace = Fintype.card n ↔ A = 1) := by
  have hH : A.IsHermitian := hA.isHermitian
  have htr : A.trace = ∑ i, hH.eigenvalues i := by
    simpa using hH.trace_eq_sum_eigenvalues
  have hpr : ∏ i, hH.eigenvalues i = 1 := by
    have h := hH.det_eq_prod_eigenvalues
    rw [hdet] at h
    simpa using h.symm
  have hne : ∏ i, hH.eigenvalues i ≠ 0 := by
    rw [hpr]
    exact one_ne_zero
  have hpos : ∀ i, 0 < hH.eigenvalues i := fun i =>
    lt_of_le_of_ne (hA.eigenvalues_nonneg i)
      (Finset.prod_ne_zero_iff.mp hne i (Finset.mem_univ i)).symm
  have hlog : ∑ i, Real.log (hH.eigenvalues i) = 0 := by
    rw [← Real.log_prod, hpr, Real.log_one]
    intro i _
    exact (hpos i).ne'
  -- the excess trace is a sum of nonnegative terms `x - 1 - log x`
  have hgap : A.trace - Fintype.card n
      = ∑ i, (hH.eigenvalues i - 1 - Real.log (hH.eigenvalues i)) := by
    rw [Finset.sum_sub_distrib, Finset.sum_sub_distrib, hlog, htr]
    simp
  have hnn : ∀ i, 0 ≤ hH.eigenvalues i - 1 - Real.log (hH.eigenvalues i) := fun i => by
    linarith [Real.log_le_sub_one_of_pos (hpos i)]
  refine ⟨?_, fun h => ?_, fun h => ?_⟩
  · have h0 := Finset.sum_nonneg (fun i (_ : i ∈ Finset.univ) => hnn i)
    linarith
  · have hz := (Finset.sum_eq_zero_iff_of_nonneg (fun i _ => hnn i)).mp
      (by rw [← hgap, h, sub_self])
    have hone : ∀ i, hH.eigenvalues i = 1 := by
      intro i
      by_contra hi
      linarith [Real.log_lt_sub_one_of_pos (hpos i) hi, hz i (Finset.mem_univ i)]
    have hD : diagonal (RCLike.ofReal ∘ hH.eigenvalues) = (1 : Matrix n n ℝ) := by
      rw [← Matrix.diagonal_one]
      congr 1
      funext i
      simp [hone i]
    have hsp := hH.spectral_theorem
    rw [hD, map_one] at hsp
    exact hsp
  · rw [h, Matrix.trace_one]
```

Q: So what is the main statement, in words?

A: If the occupation $s$ is isotropic with $c>0$, and $\det F=1$, then $E_F(s)\ge E_1(s)$, with equality exactly when $F^TF=I$, that is, for rotations. The proof applies the trace bound to $A=(F^TF)^{-1}$ and multiplies by $c/2$; `horth` translates $A=I$ into $F^TF=I$. For $d\ge1$, the condition $c>0$ means that some occupied wavevector is nonzero. With only $k=0$ occupied, every $F$ costs nothing.

```lean
/-- With frozen isotropic occupations (`c > 0`), no volume-preserving deformation `F` lowers
the free-electron energy, and the energy is unchanged exactly when `F` is orthogonal. -/
theorem frozen_energy_ge {s : Finset (n → ℝ)} {c : ℝ} (hc : 0 < c) (hs : IsIsotropic s c)
    {F : Matrix n n ℝ} (hF : F.det = 1) :
    kineticEnergy 1 s ≤ kineticEnergy F s ∧
      (kineticEnergy F s = kineticEnergy 1 s ↔ Fᵀ * F = 1) := by
  have h1 : kineticEnergy 1 s = c / 2 * Fintype.card n := by
    rw [kineticEnergy_eq_trace hs, inv_one, Matrix.transpose_one, mul_one, Matrix.trace_one]
  have hpsd : (F⁻¹ * (F⁻¹)ᵀ).PosSemidef := by
    have h := Matrix.posSemidef_self_mul_conjTranspose F⁻¹
    rwa [Matrix.conjTranspose_eq_transpose_of_trivial] at h
  have hdet : (F⁻¹ * (F⁻¹)ᵀ).det = 1 := by
    rw [Matrix.det_mul, Matrix.det_transpose, Matrix.det_nonsing_inv, hF]
    simp
  obtain ⟨hle, heq⟩ := card_le_trace_of_det_one hpsd hdet
  have hc2 : 0 < c / 2 := by positivity
  -- `F⁻¹ F⁻ᵀ` is the inverse of `Fᵀ F`
  have horth : F⁻¹ * (F⁻¹)ᵀ = 1 ↔ Fᵀ * F = 1 := by
    have hu : IsUnit (Fᵀ * F).det := by
      rw [Matrix.det_mul, Matrix.det_transpose, hF]
      simp
    rw [Matrix.transpose_nonsing_inv, ← Matrix.mul_inv_rev]
    constructor
    · intro h
      have h2 := Matrix.mul_nonsing_inv _ hu
      rwa [h, mul_one] at h2
    · intro h
      rw [h, inv_one]
  rw [h1, kineticEnergy_eq_trace hs]
  refine ⟨mul_le_mul_of_nonneg_left hle hc2.le, ?_⟩
  rw [← horth, ← heq]
  exact ⟨fun h => mul_left_cancel₀ hc2.ne' h, fun h => by rw [h]⟩
```

Q: An inequality is not yet a stiffness.

A: For a simple shear it becomes an equation. `transvection i j γ` is $F=I+\gamma e_ie_j^T$ with $i\ne j$, so $F^{-1}=I+S$ with $S=-\gamma e_ie_j^T$. Then $A=I+S+S^T+SS^T$ has trace $d+0+0+\gamma^2$, and the energy rises by exactly $c\gamma^2/2$. The shear stress at $\gamma=0$ vanishes, while the curvature is $c$.

```lean
/-- At frozen isotropic occupations a simple shear `γ` in the plane of two distinct axes
raises the energy by exactly `c γ² / 2`. -/
theorem simple_shear_energy {s : Finset (n → ℝ)} {c : ℝ} (hs : IsIsotropic s c)
    {i j : n} (hij : i ≠ j) (γ : ℝ) :
    kineticEnergy (transvection i j γ) s = kineticEnergy 1 s + c * γ ^ 2 / 2 := by
  have hinv : (transvection i j γ)⁻¹ = 1 + Matrix.single i j (-γ) := by
    apply Matrix.inv_eq_right_inv
    change transvection i j γ * transvection i j (-γ) = 1
    rw [Matrix.transvection_mul_transvection_same, add_neg_cancel, Matrix.transvection_zero]
    exact hij
  have hexp : ∀ S : Matrix n n ℝ, (1 + S) * (1 + S)ᵀ = 1 + S + Sᵀ + S * Sᵀ := by
    intro S
    rw [Matrix.transpose_add, Matrix.transpose_one]
    noncomm_ring
  rw [kineticEnergy_eq_trace hs, kineticEnergy_eq_trace hs, hinv, hexp, inv_one,
    Matrix.transpose_one, mul_one, Matrix.trace_add, Matrix.trace_add, Matrix.trace_add,
    Matrix.trace_transpose, Matrix.trace_single_eq_of_ne _ _ _ hij, Matrix.transpose_single,
    Matrix.single_mul_single_same, Matrix.trace_single_eq_same]
  ring
```

Q: Where would I meet this in a calculation?

A: In an elastic constant obtained from energy against strain. Suppose a plane-wave calculation keeps its k-points and reciprocal lattice vectors fixed in fractional coordinates. Straining the cell then applies $F^{-T}$ to each $k+G$. If the occupation of each such label is also carried over from the unstrained run, isotropically occupied free electrons contribute the curvature $c$ to a fit against simple shear.

Q: Is that curvature an artefact of the freezing? Perhaps the electrons really resist.

A: Suppose $F^T$ maps the allowed grid $L$ into itself and $F$ is not orthogonal. Occupy $t=\{F^Tk:k\in s\}$. It lies in $L$, has as many electrons because $F^T$ is injective, and $F^{-T}F^Tk=k$ gives $E_F(t)=E_1(s)<E_F(s)$. The frozen state is therefore not the ground state of the deformed cell.

```lean
/-- Let a volume-preserving, non-orthogonal `F` be such that `Fᵀ` maps the k-point grid `L`
into itself. Then a frozen isotropic occupation (`c > 0`) of `L` is not the ground state of the
deformed cell: equally many electrons can occupy `L` at strictly lower energy. -/
theorem reoccupation_lowers_energy {s : Finset (n → ℝ)} {c : ℝ} (hc : 0 < c)
    (hs : IsIsotropic s c) {F : Matrix n n ℝ} (hF : F.det = 1) (hno : Fᵀ * F ≠ 1)
    {L : Set (n → ℝ)} (hL : ∀ k ∈ L, Fᵀ *ᵥ k ∈ L) (hsL : ∀ k ∈ s, k ∈ L) :
    ∃ t : Finset (n → ℝ), (∀ k ∈ t, k ∈ L) ∧ t.card = s.card ∧
      kineticEnergy F t < kineticEnergy F s := by
  have hinv : ∀ k : n → ℝ, (F⁻¹)ᵀ *ᵥ (Fᵀ *ᵥ k) = k := by
    intro k
    rw [Matrix.mulVec_mulVec, ← Matrix.transpose_mul,
      Matrix.mul_nonsing_inv F (by rw [hF]; exact isUnit_one), Matrix.transpose_one,
      Matrix.one_mulVec]
  have hinj : Function.Injective (fun k : n → ℝ => Fᵀ *ᵥ k) :=
    Function.LeftInverse.injective hinv
  -- relabel the electrons so that the deformed wavevectors are the original ones
  refine ⟨s.map ⟨fun k => Fᵀ *ᵥ k, hinj⟩, ?_, Finset.card_map _, ?_⟩
  · intro k hk
    obtain ⟨q, hq, rfl⟩ := Finset.mem_map.mp hk
    exact hL q (hsL q hq)
  · have hE : kineticEnergy F (s.map ⟨fun k => Fᵀ *ᵥ k, hinj⟩) = kineticEnergy 1 s := by
      simp only [kineticEnergy, Finset.sum_map, Function.Embedding.coeFn_mk, hinv, inv_one,
        Matrix.transpose_one, Matrix.one_mulVec]
    obtain ⟨hle, heq⟩ := frozen_energy_ge hc hs hF
    rw [hE]
    exact lt_of_le_of_ne hle fun h => hno (heq.mp h.symm)
```

Q: A small shear does not map an integer grid into itself.

A: True, and this theorem is then silent. On a fixed grid whose lowest shells are completely filled, a small enough shear does not change which labels are lowest, so refilling changes nothing and the curvature $c$ remains. It disappears when the grid is made dense at fixed strain: refilling then restores the Fermi sphere, and the energy per electron depends only on the density.

Q: Is there a concrete case that meets every condition?

A: Four wavevectors, $(\pm1,0)$ and $(0,\pm1)$, with $c=2$.

```lean
/-- The four shortest nonzero wavevectors of the square integer grid. -/
def squareShell : Finset (Fin 2 → ℝ) := {![1, 0], ![-1, 0], ![0, 1], ![0, -1]}
```

Under the unit shear they become $\pm(1,-1)$ and $\pm(0,1)$. The energy goes from $4/2=2$ to $(2+2+1+1)/2=3$, a rise of $c\gamma^2/2=1$. Occupying $\pm(1,1)$ and $\pm(0,1)$ instead brings it back to $2$. The shell alone is not a ground state, because $k=0$ is empty. Filling $k=0$ as well gives the five-electron ground state of the undeformed cell (one electron per wavevector), and it changes neither $c$ nor any of these energies. The last theorem verifies the conditions entry by entry, with the integer grid as $L$; $F^T$ sends $(a,b)$ to $(a,a+b)$, which is again an integer pair.

```lean
/-- The square shell is isotropic with `c = 2` and lies on the integer grid; the unit shear has
determinant one, is not orthogonal, and its transpose maps the integer grid into itself. -/
theorem reoccupation_witness :
    IsIsotropic squareShell 2 ∧
    (∀ k ∈ squareShell, ∀ i, ∃ m : ℤ, k i = m) ∧
    (!![1, 1; 0, 1] : Matrix (Fin 2) (Fin 2) ℝ).det = 1 ∧
    (!![1, 1; 0, 1] : Matrix (Fin 2) (Fin 2) ℝ)ᵀ * !![1, 1; 0, 1] ≠ 1 ∧
    (∀ k : Fin 2 → ℝ, (∀ i, ∃ m : ℤ, k i = m) →
      ∀ i, ∃ m : ℤ, ((!![1, 1; 0, 1] : Matrix (Fin 2) (Fin 2) ℝ)ᵀ *ᵥ k) i = m) := by
  refine ⟨?_, ?_, ?_, ?_, ?_⟩
  · unfold IsIsotropic squareShell
    rw [Finset.sum_insert (by norm_num), Finset.sum_insert (by norm_num),
      Finset.sum_insert (by norm_num), Finset.sum_singleton]
    ext i j
    fin_cases i <;> fin_cases j <;> norm_num [Matrix.vecMulVec_apply]
  · intro k hk i
    simp only [squareShell, Finset.mem_insert, Finset.mem_singleton] at hk
    rcases hk with rfl | rfl | rfl | rfl <;> fin_cases i
    exacts [⟨1, by simp⟩, ⟨0, by simp⟩, ⟨-1, by simp⟩, ⟨0, by simp⟩,
      ⟨0, by simp⟩, ⟨1, by simp⟩, ⟨0, by simp⟩, ⟨-1, by simp⟩]
  · simp [Matrix.det_fin_two]
  · intro h
    have h01 := congrFun (congrFun h 0) 1
    simp [Matrix.mul_apply, Fin.sum_univ_two] at h01
  · intro k hk i
    obtain ⟨a, ha⟩ := hk 0
    obtain ⟨b, hb⟩ := hk 1
    fin_cases i
    · exact ⟨a, by simp [Matrix.mulVec, dotProduct, Fin.sum_univ_two, ha]⟩
    · exact ⟨a + b, by simp [Matrix.mulVec, dotProduct, Fin.sum_univ_two, ha, hb]⟩

end

end FrozenOccupations
```

```lean
#print axioms FrozenOccupations.frozen_energy_ge
-- 'FrozenOccupations.frozen_energy_ge' depends on axioms: [propext, Classical.choice, Quot.sound]
#print axioms FrozenOccupations.simple_shear_energy
-- 'FrozenOccupations.simple_shear_energy' depends on axioms: [propext, Classical.choice, Quot.sound]
#print axioms FrozenOccupations.reoccupation_lowers_energy
-- 'FrozenOccupations.reoccupation_lowers_energy' depends on axioms: [propext, Classical.choice, Quot.sound]
```
